# Both natural occupations of minimal-basis H₂ tend to one as g² and u² become degenerate at fixed nonzero coupling

The occupations are read from the one-particle density matrix of an antisymmetric two-electron amplitude, not defined as twice the squared configuration coefficients. For configurations g² and u² with energies $-d$ and $d$ and real coupling $K$, not both zero, every real ground state then has occupations $1\pm d/\sqrt{d^2+K^2}$.

In Lean 4 with Mathlib:

```lean
import Mathlib

open Matrix Filter Topology

namespace MinimalBasisNaturalOccupations

noncomputable section

/-- The configuration-interaction Hamiltonian in the basis of the closed-shell configurations
g² and u², with energies `-d` and `d` and coupling `K`. -/
def ciMatrix (d K : ℝ) : Matrix (Fin 2) (Fin 2) ℝ := !![-d, K; K, d]

/-- The energy scale `√(d² + K²)`. -/
def scale (d K : ℝ) : ℝ := √(d ^ 2 + K ^ 2)

/-- The set of energy levels, that is, of real eigenvalues of the Hamiltonian. -/
def levels (d K : ℝ) : Set ℝ := {E | ∃ w : Fin 2 → ℝ, w ≠ 0 ∧ ciMatrix d K *ᵥ w = E • w}

/-- A real ground state: a unit eigenvector belonging to the lowest energy level. -/
def IsGroundState (d K : ℝ) (v : Fin 2 → ℝ) : Prop :=
  v ⬝ᵥ v = 1 ∧ ∃ E, IsLeast (levels d K) E ∧ ciMatrix d K *ᵥ v = E • v

/-- The singlet spin function of two electrons; `true` is spin up and `false` spin down. -/
def singlet (σ τ : Bool) : ℝ := if σ = τ then 0 else if σ then 1 / √2 else -1 / √2

/-- The two-electron amplitude for orbitals `p`, `q` and spins `σ`, `τ` in the state
`v 0` g² + `v 1` u². -/
def amplitude (v : Fin 2 → ℝ) (p : Fin 2) (σ : Bool) (q : Fin 2) (τ : Bool) : ℝ :=
  if p = q then v p * singlet σ τ else 0

/-- The spin-summed one-particle density matrix: the second electron is traced out, and the
factor 2 counts the electrons. -/
def oneRDM (v : Fin 2 → ℝ) : Matrix (Fin 2) (Fin 2) ℝ :=
  Matrix.of fun p q => 2 * ∑ σ, ∑ r, ∑ τ, amplitude v p σ r τ * amplitude v q σ r τ

/-- The eigenvalue equation of the Hamiltonian, written in components. -/
theorem eigen_iff (d K E : ℝ) (w : Fin 2 → ℝ) : ciMatrix d K *ᵥ w = E • w ↔
    -d * w 0 + K * w 1 = E * w 0 ∧ K * w 0 + d * w 1 = E * w 1 := by
  rw [funext_iff, Fin.forall_fin_two]
  simp [ciMatrix, Matrix.mulVec, dotProduct, Fin.sum_univ_two]

/-- The lowest energy level is `-√(d² + K²)`. -/
theorem isLeast_levels (d K : ℝ) : IsLeast (levels d K) (-scale d K) := by
  have hR : scale d K ^ 2 = d ^ 2 + K ^ 2 := Real.sq_sqrt (by positivity)
  constructor
  · by_cases h : K = 0 ∧ scale d K + d = 0
    · -- without coupling and with u² not above g², u² is a ground state
      refine ⟨![0, 1], fun h0 => one_ne_zero (congrFun h0 1), (eigen_iff _ _ _ _).mpr ⟨?_, ?_⟩⟩
      · show -d * 0 + K * 1 = -scale d K * 0
        linear_combination h.1
      · show K * 0 + d * 1 = -scale d K * 1
        linear_combination h.2
    · refine ⟨![scale d K + d, -K], fun h0 => h ⟨neg_eq_zero.mp (congrFun h0 1), congrFun h0 0⟩,
        (eigen_iff _ _ _ _).mpr ⟨?_, ?_⟩⟩
      · show -d * (scale d K + d) + K * (-K) = -scale d K * (scale d K + d)
        linear_combination hR
      · show K * (scale d K + d) + d * (-K) = -scale d K * (-K)
        ring
  · rintro E ⟨w, hw, he⟩
    obtain ⟨h1, h2⟩ := (eigen_iff _ _ _ _).mp he
    -- the characteristic equation holds on each component of the eigenvector
    have k0 : (E ^ 2 - (d ^ 2 + K ^ 2)) * w 0 = 0 := by
      linear_combination (d - E) * h1 - K * h2
    have k1 : (E ^ 2 - (d ^ 2 + K ^ 2)) * w 1 = 0 := by
      linear_combination (-E - d) * h2 - K * h1
    have hE : E ^ 2 - (d ^ 2 + K ^ 2) = 0 := by
      by_contra hne
      apply hw
      rw [funext_iff, Fin.forall_fin_two]
      exact ⟨(mul_eq_zero.mp k0).resolve_left hne, (mul_eq_zero.mp k1).resolve_left hne⟩
    exact (abs_le.mp (Real.abs_le_sqrt (sub_eq_zero.mp hE).le)).1

/-- The one-particle density matrix is diagonal in the orbitals g and u, and each occupation
is twice the squared amplitude of its configuration. -/
theorem oneRDM_eq (v : Fin 2 → ℝ) : oneRDM v = diagonal fun p => 2 * v p ^ 2 := by
  have hs : (√2 : ℝ)⁻¹ ^ 2 = 1 / 2 := by
    rw [inv_pow, Real.sq_sqrt (by norm_num)]
    norm_num
  ext p q
  fin_cases p <;> fin_cases q <;>
    simp [oneRDM, amplitude, singlet, -mul_eq_mul_left_iff]
  · linear_combination (2 * v 0 ^ 2) * hs
  · linear_combination (2 * v 1 ^ 2) * hs

/-- A ground state is normalized and solves the component equations at energy
`-√(d² + K²)`. -/
theorem IsGroundState.equations {d K : ℝ} {v : Fin 2 → ℝ} (hv : IsGroundState d K v) :
    v 0 ^ 2 + v 1 ^ 2 = 1 ∧ -d * v 0 + K * v 1 = -scale d K * v 0 ∧
      K * v 0 + d * v 1 = -scale d K * v 1 := by
  obtain ⟨hn, E, hE, he⟩ := hv
  rw [hE.unique (isLeast_levels d K)] at he
  simp only [dotProduct, Fin.sum_univ_two] at hn
  exact ⟨by linear_combination hn, (eigen_iff _ _ _ _).mp he⟩

/-- If `d` and `K` are not both zero, every real ground state has g and u as natural orbitals,
with occupations `1 + d/√(d² + K²)` and `1 - d/√(d² + K²)`. -/
theorem natural_occupations {d K : ℝ} (h : d ≠ 0 ∨ K ≠ 0) {v : Fin 2 → ℝ}
    (hv : IsGroundState d K v) :
    oneRDM v = diagonal ![1 + d / scale d K, 1 - d / scale d K] := by
  obtain ⟨n, e1, e2⟩ := hv.equations
  have hR : 0 < scale d K := Real.sqrt_pos.mpr (by rcases h with h | h <;> positivity)
  -- the difference of the two configuration weights
  have hq : d / scale d K = v 0 ^ 2 - v 1 ^ 2 := by
    rw [div_eq_iff hR.ne']
    linear_combination (-v 0) * e1 + v 1 * e2 - d * n
  rw [oneRDM_eq, hq]
  congr 1
  rw [funext_iff, Fin.forall_fin_two]
  constructor
  · show 2 * v 0 ^ 2 = 1 + (v 0 ^ 2 - v 1 ^ 2)
    linear_combination n
  · show 2 * v 1 ^ 2 = 1 - (v 0 ^ 2 - v 1 ^ 2)
    linear_combination n

/-- For `K > 0` an explicit ground state has amplitudes of opposite sign on g² and u². -/
theorem explicit_ground_state (d : ℝ) {K : ℝ} (hK : 0 < K) :
    IsGroundState d K ![√((1 + d / scale d K) / 2), -√((1 - d / scale d K) / 2)] := by
  have hR : 0 < scale d K := Real.sqrt_pos.mpr (by positivity)
  have hsq : scale d K ^ 2 = d ^ 2 + K ^ 2 := Real.sq_sqrt (by positivity)
  have hd := abs_le.mp (Real.abs_le_sqrt (show d ^ 2 ≤ d ^ 2 + K ^ 2 by nlinarith))
  change -scale d K ≤ d ∧ d ≤ scale d K at hd
  have l1 : -1 ≤ d / scale d K := by rw [le_div_iff₀ hR]; linarith [hd.1]
  have l2 : d / scale d K ≤ 1 := by rw [div_le_iff₀ hR]; linarith [hd.2]
  have hc : d / scale d K * scale d K = d := div_mul_cancel₀ d hR.ne'
  have ha := Real.sq_sqrt (show 0 ≤ (1 + d / scale d K) / 2 by linarith)
  have hb := Real.sq_sqrt (show 0 ≤ (1 - d / scale d K) / 2 by linarith)
  have a0 := Real.sqrt_nonneg ((1 + d / scale d K) / 2)
  have b0 := Real.sqrt_nonneg ((1 - d / scale d K) / 2)
  generalize √((1 + d / scale d K) / 2) = a at *
  generalize √((1 - d / scale d K) / 2) = b at *
  have ha' : 2 * scale d K * a ^ 2 = scale d K + d := by
    linear_combination 2 * scale d K * ha + hc
  have hb' : 2 * scale d K * b ^ 2 = scale d K - d := by
    linear_combination 2 * scale d K * hb - hc
  -- the product of the amplitudes is fixed by the coupling
  have hab : K = 2 * scale d K * a * b := by
    refine (sq_eq_sq₀ hK.le (by positivity)).mp ?_
    linear_combination -(2 * scale d K * b ^ 2) * ha' - (scale d K + d) * hb' - hsq
  refine ⟨?_, _, isLeast_levels d K, (eigen_iff _ _ _ _).mpr ⟨?_, ?_⟩⟩
  · simp only [dotProduct, Fin.sum_univ_two]
    show a * a + -b * -b = 1
    linear_combination ha + hb
  · show -d * a + K * (-b) = -scale d K * a
    linear_combination -b * hab - a * hb'
  · show K * a + d * (-b) = -scale d K * (-b)
    linear_combination a * hab + b * ha'

/-- At fixed `K ≠ 0`, both natural occupations tend to one along any family of ground states
for which `d` tends to zero. -/
theorem occupations_tendsto_one {ι : Type*} {l : Filter ι} {K : ℝ} (hK : K ≠ 0) {d : ι → ℝ}
    (hd : Tendsto d l (𝓝 0)) {v : ι → Fin 2 → ℝ} (hv : ∀ i, IsGroundState (d i) K (v i)) :
    Tendsto (fun i => oneRDM (v i) 0 0) l (𝓝 1) ∧
      Tendsto (fun i => oneRDM (v i) 1 1) l (𝓝 1) := by
  have hq : ContinuousAt (fun t : ℝ => t / scale t K) 0 :=
    continuousAt_id.div (by unfold scale; fun_prop)
      (Real.sqrt_pos.mpr (by positivity)).ne'
  have h0 : Tendsto (fun i => d i / scale (d i) K) l (𝓝 0) := by
    simpa [Function.comp_def] using hq.tendsto.comp hd
  simp only [fun i => natural_occupations (Or.inr hK) (hv i), diagonal_apply_eq]
  exact ⟨by simpa using h0.const_add 1, by simpa using h0.const_sub 1⟩

/-- At fixed `d > 0`, the occupations of g and u tend to two and zero along any family of
ground states for which the coupling `K` tends to zero. -/
theorem occupations_tendsto_closed_shell {ι : Type*} {l : Filter ι} {d : ℝ} (hd : 0 < d)
    {K : ι → ℝ} (hK : Tendsto K l (𝓝 0)) {v : ι → Fin 2 → ℝ}
    (hv : ∀ i, IsGroundState d (K i) (v i)) :
    Tendsto (fun i => oneRDM (v i) 0 0) l (𝓝 2) ∧
      Tendsto (fun i => oneRDM (v i) 1 1) l (𝓝 0) := by
  have hq : ContinuousAt (fun t : ℝ => d / scale d t) 0 :=
    continuousAt_const.div (by unfold scale; fun_prop)
      (Real.sqrt_pos.mpr (by positivity)).ne'
  have hs : d / scale d 0 = 1 := by
    simp [scale, Real.sqrt_sq hd.le, hd.ne']
  have h1 : Tendsto (fun i => d / scale d (K i)) l (𝓝 1) := by
    rw [← hs]
    exact hq.tendsto.comp hK
  simp only [fun i => natural_occupations (Or.inl hd.ne') (hv i), diagonal_apply_eq]
  exact ⟨by simpa [one_add_one_eq_two] using h1.const_add 1, by simpa using h1.const_sub 1⟩

/-- The ground-state energy is a functional of the natural occupations `n_g` and `n_u`:
`d (n_u - n_g)/2 - |K| √(n_g n_u)`. -/
theorem energy_functional {d K : ℝ} {v : Fin 2 → ℝ} (hv : IsGroundState d K v) :
    v ⬝ᵥ (ciMatrix d K *ᵥ v) = d * (oneRDM v 1 1 - oneRDM v 0 0) / 2
      - |K| * √(oneRDM v 0 0 * oneRDM v 1 1) := by
  obtain ⟨-, e1, -⟩ := hv.equations
  have hd : d ≤ scale d K :=
    (abs_le.mp (Real.abs_le_sqrt (show d ^ 2 ≤ d ^ 2 + K ^ 2 by nlinarith [sq_nonneg K]))).2
  -- the coupling term in the energy of a ground state is never positive
  have hs : K * (2 * v 0 * v 1) ≤ 0 := by
    have : K * (2 * v 0 * v 1) = -(2 * ((scale d K - d) * v 0 ^ 2)) := by
      linear_combination 2 * v 0 * e1
    have := mul_nonneg (sub_nonneg.mpr hd) (sq_nonneg (v 0))
    linarith
  simp only [oneRDM_eq, diagonal_apply_eq]
  rw [show 2 * v 0 ^ 2 * (2 * v 1 ^ 2) = (2 * v 0 * v 1) ^ 2 by ring, Real.sqrt_sq_eq_abs,
    ← abs_mul, abs_of_nonpos hs]
  simp only [ciMatrix, Matrix.mulVec, dotProduct, Fin.sum_univ_two, Matrix.of_apply,
    Matrix.cons_val_zero, Matrix.cons_val_one]
  ring

end

end MinimalBasisNaturalOccupations
```

```lean
#print axioms MinimalBasisNaturalOccupations.explicit_ground_state
-- 'MinimalBasisNaturalOccupations.explicit_ground_state' depends on axioms: [propext, Classical.choice, Quot.sound]
#print axioms MinimalBasisNaturalOccupations.occupations_tendsto_one
-- 'MinimalBasisNaturalOccupations.occupations_tendsto_one' depends on axioms: [propext, Classical.choice, Quot.sound]
#print axioms MinimalBasisNaturalOccupations.occupations_tendsto_closed_shell
-- 'MinimalBasisNaturalOccupations.occupations_tendsto_closed_shell' depends on axioms: [propext, Classical.choice, Quot.sound]
#print axioms MinimalBasisNaturalOccupations.energy_functional
-- 'MinimalBasisNaturalOccupations.energy_functional' depends on axioms: [propext, Classical.choice, Quot.sound]
```

## Ground states and occupations in the two-configuration model

The vector `v` holds the amplitudes $v_0$ of g² and $v_1$ of u². `IsGroundState d K v` says that `v` has unit length and is an eigenvector of `ciMatrix d K` for the least element of `levels d K`, the set of real eigenvalues. Write $R=\sqrt{d^2+K^2}$, which is `scale d K`.

`natural_occupations` says that `oneRDM v` is diagonal in g and u, with entries $n_g=1+d/R$ and $n_u=1-d/R$. Either sign of $d$ and $K$ is allowed. At $d=K=0$ every unit vector is a ground state, so the occupations are undetermined; hence the hypothesis.

The zero of energy is the mean of the two configuration energies, so $d$ is half their difference. $K$ stands for the exchange integral between g and u, which mixes the two closed shells. Both are given numbers, not computed from a molecular geometry, and the orbitals g and u are fixed and orthonormal.

In this two-configuration model, occupations near one signal static correlation: a single closed-shell determinant has occupations 2 and 0.

## The lowest level

`eigen_iff` writes the eigenvalue equation in components:

$$-d v_0+K v_1=E v_0,\qquad K v_0+d v_1=E v_1.$$

Thus $(E+d)v_0=Kv_1$ and $(E-d)v_1=Kv_0$. Multiplying the first by $E-d$ and using the second gives $(E^2-d^2)v_0=K^2v_0$; the same elimination works for $v_1$. Since the vector is nonzero, $E^2=R^2$, and so $E\ge -R$.

The value $-R$ is attained by the unnormalised vector $(R+d,-K)$, or by $(0,1)$ if the former vanishes. This is `isLeast_levels`, whose case split separates these two vectors. `IsGroundState.equations` then sets $E=-R$ for any ground state.

## Tracing out the second electron

The amplitude is $\delta_{pq}v_p s(\sigma,\tau)$, where $p,q$ label orbitals, $\sigma,\tau$ label spins, and $s$ is the singlet function with values $\pm1/\sqrt2$ for opposite spins and zero otherwise. Summing over the second electron and the first electron's spin gives

$$\gamma_{pq}=2\,\delta_{pq}v_p^2\sum_{\sigma,\tau}s(\sigma,\tau)^2=2\,\delta_{pq}v_p^2.$$

`oneRDM_eq` checks this entry by entry.

Now multiply the two component equations at $E=-R$ by $v_0$ and $v_1$ respectively, and subtract. The coupling terms cancel:

$$-R(v_0^2-v_1^2)=-d(v_0^2+v_1^2)=-d.$$

So $v_0^2-v_1^2=d/R$, which is `hq` in the main proof. Together with $v_0^2+v_1^2=1$ this gives $2v_0^2=1+d/R$ and $2v_1^2=1-d/R$. The `linear_combination` steps carry out this algebra.

For $K>0$, `explicit_ground_state` supplies the normalised vector $(a,-b)$ with $a^2=(1+d/R)/2$, $b^2=(1-d/R)/2$ and $a,b\ge0$. The identity $2Rab=K$ reduces both eigenvalue equations to the formulas for $a^2$ and $b^2$.

## Two limits and the energy

At fixed $K\ne0$, the function $d/R$ is continuous at $d=0$ and vanishes there, so both occupations tend to one. At fixed $d>0$, $d/R\to1$ as $K\to0$, and the occupations tend to 2 and 0. The two limit theorems cover any family of ground states, whatever signs are chosen for the vectors.

At $d=0$ and $K>0$, the ground state is $(1,-1)/\sqrt2$ up to sign. The density matrix is the identity, so any orthonormal pair of combinations of g and u serves as natural orbitals.

For the energy, expand

$$\langle H\rangle=d(v_1^2-v_0^2)+2Kv_0v_1.$$

The first component equation gives $2Kv_0v_1=-2(R-d)v_0^2\le0$, so the last term is $-|K|\sqrt{n_gn_u}$. This proves `energy_functional`, an identity at ground states rather than a minimisation over occupations.

## Occupations in a CI calculation

A CI calculation in these two configurations diagonalises this matrix up to a constant energy shift. With configuration energies $H_{gg}$ and $H_{uu}$ and real coupling $H_{gu}$, set $d=(H_{uu}-H_{gg})/2$ and $K=H_{gu}$. If the calculation also prints the ground state's natural occupations, the formula gives a direct check on them whenever $d$ and $K$ are not both zero.
